# Spin-adapted plus and minus double excitations into two distinct empty orbitals are orthogonal

If the plus and minus combinations of double excitations into a pair of virtual orbitals overlapped, their metric would have off-diagonal blocks, and diagonalising it to remove linear dependencies would mix the two kinds of function. For two different orbitals that are empty in the reference state and are filled from orbitals other than these two, the theorems below show that this overlap vanishes.

In Lean 4 with Mathlib:

```lean
import Mathlib

open Finset

namespace SpinAdaptedPairs

noncomputable section

variable {H : Type*} [NormedAddCommGroup H] [InnerProductSpace ℂ H]
variable {P : Type*} [DecidableEq P]

/-- Annihilators `c p s` and creators `d p s` (orbital `p`, spin `s`) are mutually adjoint and
obey the canonical anticommutation relations. -/
structure IsCAR (c d : P → Fin 2 → Module.End ℂ H) : Prop where
  adjoint : ∀ p s x y, inner ℂ (d p s x) y = inner ℂ x (c p s y)
  cc : ∀ p s q r, c p s * c q r + c q r * c p s = 0
  dd : ∀ p s q r, d p s * d q r + d q r * d p s = 0
  cd : ∀ p s q r, c p s * d q r + d q r * c p s = if p = q ∧ s = r then 1 else 0

/-- The spin-summed excitation operator `E_pq`. -/
def E (c d : P → Fin 2 → Module.End ℂ H) (p q : P) : Module.End ℂ H := ∑ s, d p s * c q s

/-- Orbital `a` is empty in `ψ`: both of its annihilators give zero. -/
def EmptyIn (c : P → Fin 2 → Module.End ℂ H) (ψ : H) (a : P) : Prop := ∀ s, c a s ψ = 0

/-- The plus combination `(E_at E_bu + E_bt E_au) ψ`. -/
def pairPlus (c d : P → Fin 2 → Module.End ℂ H) (ψ : H) (a b t u : P) : H :=
  E c d a t (E c d b u ψ) + E c d b t (E c d a u ψ)

/-- The minus combination `(E_at E_bu - E_bt E_au) ψ`. -/
def pairMinus (c d : P → Fin 2 → Module.End ℂ H) (ψ : H) (a b t u : P) : H :=
  E c d a t (E c d b u ψ) - E c d b t (E c d a u ψ)

/-- A superposition of pair vectors over the active orbitals `A` with amplitudes `x`. -/
def superpose (A : Finset P) (x : P → P → ℂ) (f : P → P → H) : H :=
  ∑ t ∈ A, ∑ u ∈ A, x t u • f t u

/-- The commutator of `p * q` and `r * s`, expressed through the anticommutators `x` of `q, r` and
`y` of `s, p`, when `p` anticommutes with `r` and `q` with `s`. -/
theorem quad_commutator {R : Type*} [Ring R] {p q r s x y : R} (h1 : q * r + r * q = x)
    (h2 : s * p + p * s = y) (h3 : p * r + r * p = 0) (h4 : q * s + s * q = 0) :
    p * q * (r * s) - r * s * (p * q) = p * x * s - r * y * q := by
  have h : p * r * (q * s) = r * p * (s * q) := by
    rw [eq_neg_of_add_eq_zero_left h3, eq_neg_of_add_eq_zero_left h4, neg_mul_neg]
  have e : p * (q * r + r * q) * s - r * (s * p + p * s) * q
      = p * q * (r * s) - r * s * (p * q) + (p * r * (q * s) - r * p * (s * q)) := by
    noncomm_ring
  rw [← h1, ← h2, e, h, sub_self, add_zero]

variable {c d : P → Fin 2 → Module.End ℂ H} {ψ : H} {a b : P}

/-- The commutator `[E_pq, E_rs] = δ_qr E_ps - δ_sp E_rq`. -/
theorem E_commutator (h : IsCAR c d) (p q r s : P) :
    E c d p q * E c d r s - E c d r s * E c d p q
      = (if q = r then E c d p s else 0) - (if s = p then E c d r q else 0) := by
  have k := fun i j : Fin 2 =>
    quad_commutator (h.cd q i r j) (h.cd s j p i) (h.dd p i r j) (h.cc q i s j)
  have e : ∀ x0 x1 y0 y1 : Module.End ℂ H, (x0 + x1) * (y0 + y1) - (y0 + y1) * (x0 + x1)
      = (x0 * y0 - y0 * x0) + (x0 * y1 - y1 * x0) + (x1 * y0 - y0 * x1)
        + (x1 * y1 - y1 * x1) := by
    intros; noncomm_ring
  simp only [E, Fin.sum_univ_two]
  rw [e, k, k, k, k]
  by_cases h1 : q = r <;> by_cases h2 : s = p <;> simp [h1, h2] <;> abel

/-- Reordering two excitation operators acting on a state. -/
theorem E_swap (h : IsCAR c d) (p q r s : P) (x : H) :
    E c d p q (E c d r s x) = E c d r s (E c d p q x)
      + (if q = r then E c d p s x else 0) - (if s = p then E c d r q x else 0) := by
  have k := LinearMap.congr_fun (E_commutator h p q r s) x
  split_ifs at k ⊢ <;>
    simp only [LinearMap.sub_apply, Module.End.mul_apply, LinearMap.zero_apply] at k ⊢ <;>
    linear_combination (norm := module) k

/-- The adjoint of `E_pq` is `E_qp`. -/
theorem E_adjoint (h : IsCAR c d) (p q : P) (x y : H) :
    inner ℂ (E c d p q x) y = inner ℂ x (E c d q p y) := by
  have k : ∀ s z, inner ℂ (c q s x) z = inner ℂ x (d q s z) := fun s z => by
    rw [← inner_conj_symm, ← h.adjoint, inner_conj_symm]
  simp only [E, LinearMap.sum_apply, Module.End.mul_apply, sum_inner, inner_sum, h.adjoint, k]

/-- For distinct orbitals `a`, `b` empty in `ψ` and `t ≠ b`, the overlap of two vectors doubly
excited into `a` and `b` is the inner product of `ψ` with excitation operators among `t, u, v, w`
applied to `ψ`. -/
theorem pair_overlap (h : IsCAR c d) (ha : EmptyIn c ψ a) (hb : EmptyIn c ψ b) (hab : a ≠ b)
    {t : P} (ht : b ≠ t) (u v w : P) :
    inner ℂ (E c d a t (E c d b u ψ)) (E c d a v (E c d b w ψ))
      = inner ℂ ψ (E c d t v (E c d u w ψ) - if v = u then E c d t w ψ else 0) := by
  have Ea : ∀ p, E c d p a ψ = 0 := fun p => by simp [E, ha _]
  have Eb : ∀ p, E c d p b ψ = 0 := fun p => by simp [E, hb _]
  -- orbital `a` is still empty after an excitation into `b`
  have h1 : ∀ p, E c d p a (E c d b w ψ) = 0 := fun p => by
    rw [E_swap h p a b w ψ]; simp [Ea, hab]
  have h2 : E c d t a (E c d a v (E c d b w ψ)) = E c d t v (E c d b w ψ) := by
    rw [E_swap h t a a v]; simp [h1]
  have h3 : ∀ p, E c d p b (E c d b w ψ) = E c d p w ψ := fun p => by
    rw [E_swap h p b b w ψ]; simp [Eb]
  rw [E_adjoint h, E_adjoint h, h2, E_swap h u b t v, h3, h3, if_neg ht, add_zero]

/-- The plus and minus pair vectors of two empty orbitals `a ≠ b` are orthogonal for all active
orbitals `t, u, v, w`. -/
theorem plus_orthogonal_minus (h : IsCAR c d) (ha : EmptyIn c ψ a) (hb : EmptyIn c ψ b)
    (hab : a ≠ b) {A : Finset P} (haA : a ∉ A) (hbA : b ∉ A) {t u v w : P}
    (ht : t ∈ A) (hu : u ∈ A) (hv : v ∈ A) (hw : w ∈ A) :
    inner ℂ (pairPlus c d ψ a b t u) (pairMinus c d ψ a b v w) = 0 := by
  have na : ∀ {p}, p ∈ A → p ≠ a := fun hp e => haA (e ▸ hp)
  have nb : ∀ {p}, p ∈ A → p ≠ b := fun hp e => hbA (e ▸ hp)
  -- excitations from active orbitals into `a` and `b` commute on `ψ`
  have sw : ∀ {p q}, p ∈ A → q ∈ A →
      E c d b p (E c d a q ψ) = E c d a q (E c d b p ψ) := fun {p q} hp hq => by
    rw [E_swap h b p a q ψ, if_neg (na hp), if_neg (nb hq), add_zero, sub_zero]
  -- the overlap is invariant under simultaneous exchange in bra and ket
  have X : ∀ v w, inner ℂ (E c d a t (E c d b u ψ)) (E c d a v (E c d b w ψ))
      = inner ℂ (E c d a u (E c d b t ψ)) (E c d a w (E c d b v ψ)) := fun v w => by
    rw [pair_overlap h ha hb hab (nb ht).symm, pair_overlap h ha hb hab (nb hu).symm,
      E_swap h t v u w ψ]
    congr 1
    abel
  rw [pairPlus, pairMinus, sw ht hu, sw hv hw, inner_add_left, inner_sub_right, inner_sub_right]
  linear_combination X v w - X w v

/-- For two distinct empty orbitals `a` and `b`, the metric of the plus and minus pair vectors
splits into two blocks: the overlap of two general superpositions is the overlap of their plus parts
added to that of their minus parts. -/
theorem metric_splits (h : IsCAR c d) (ha : EmptyIn c ψ a) (hb : EmptyIn c ψ b)
    (hab : a ≠ b) {A : Finset P} (haA : a ∉ A) (hbA : b ∉ A) (x y x' y' : P → P → ℂ) :
    inner ℂ (superpose A x (pairPlus c d ψ a b) + superpose A y (pairMinus c d ψ a b))
        (superpose A x' (pairPlus c d ψ a b) + superpose A y' (pairMinus c d ψ a b))
      = inner ℂ (superpose A x (pairPlus c d ψ a b)) (superpose A x' (pairPlus c d ψ a b))
        + inner ℂ (superpose A y (pairMinus c d ψ a b))
          (superpose A y' (pairMinus c d ψ a b)) := by
  have o : ∀ x y : P → P → ℂ, inner ℂ (superpose A x (pairPlus c d ψ a b))
      (superpose A y (pairMinus c d ψ a b)) = 0 := fun x y => by
    unfold superpose
    rw [sum_inner]; refine sum_eq_zero fun t ht => ?_
    rw [sum_inner]; refine sum_eq_zero fun u hu => ?_
    rw [inner_sum]; refine sum_eq_zero fun v hv => ?_
    rw [inner_sum]; refine sum_eq_zero fun w hw => ?_
    rw [inner_smul_left, inner_smul_right,
      plus_orthogonal_minus h ha hb hab haA hbA ht hu hv hw, mul_zero, mul_zero]
  rw [inner_add_left, inner_add_right, inner_add_right, o, inner_eq_zero_symm.mp (o x' y)]
  ring

/-- Flip the occupation of spin orbital `i`. -/
def toggle {N : ℕ} (i : Fin N) (n : Fin N → Bool) : Fin N → Bool := Function.update n i (!n i)

/-- The Jordan–Wigner sign: the parity of the occupied spin orbitals before `i`. -/
def jwSign {N : ℕ} (i : Fin N) (n : Fin N → Bool) : ℤ :=
  ∏ k, if k < i ∧ n k = true then -1 else 1

/-- The Jordan–Wigner ladder operator on Fock space: creator for `true`, annihilator for
`false`. -/
def ladder {N : ℕ} (e : Bool) (i : Fin N) : Module.End ℂ (EuclideanSpace ℂ (Fin N → Bool)) where
  toFun f := WithLp.toLp 2 fun n => if n i = e then (jwSign i n : ℂ) * f (toggle i n) else 0
  map_add' f g := by ext n; by_cases hn : n i = e <;> simp [hn, mul_add]
  map_smul' r f := by ext n; by_cases hn : n i = e <;> simp [hn, mul_left_comm]

/-- The determinant with occupation string `n`. -/
def ket {N : ℕ} (n : Fin N → Bool) : EuclideanSpace ℂ (Fin N → Bool) :=
  WithLp.toLp 2 fun k => if k = n then 1 else 0

theorem ladder_apply {N : ℕ} (e : Bool) (i : Fin N) (f : EuclideanSpace ℂ (Fin N → Bool))
    (n : Fin N → Bool) :
    ladder e i f n = if n i = e then (jwSign i n : ℂ) * f (toggle i n) else 0 := rfl

theorem toggle_toggle {N : ℕ} (i : Fin N) (n : Fin N → Bool) : toggle i (toggle i n) = n := by
  simp [toggle]

theorem jwSign_toggle {N : ℕ} (i j : Fin N) (n : Fin N → Bool) :
    jwSign i (toggle j n) = (if j < i then -1 else 1) * jwSign i n := by
  have e : (if j < i then (-1 : ℤ) else 1)
      = ∏ k, if k = j then (if j < i then (-1 : ℤ) else 1) else 1 := by simp
  rw [e, jwSign, jwSign, ← prod_mul_distrib]
  refine prod_congr rfl fun k _ => ?_
  by_cases h : k = j
  · subst h
    by_cases hk : k < i <;> cases hn : n k <;> simp [toggle, hk, hn]
  · simp [toggle, h]

/-- The Jordan–Wigner ladder operators satisfy the anticommutation relations. -/
theorem ladder_anticomm {N : ℕ} (e e' : Bool) (i j : Fin N) :
    ladder e i * ladder e' j + ladder e' j * ladder e i = if i = j ∧ e ≠ e' then 1 else 0 := by
  refine LinearMap.ext fun f => ?_
  ext n
  by_cases h : i = j
  · subst h
    have sq : (jwSign i n : ℂ) * jwSign i n = 1 := by
      have : jwSign i n * jwSign i n = 1 := by
        rw [jwSign, ← prod_mul_distrib]
        exact prod_eq_one fun k _ => by split_ifs <;> simp
      exact_mod_cast this
    have ts : toggle i n i = !n i := by simp [toggle]
    cases e <;> cases e' <;> cases hn : n i <;>
      simp [ladder_apply, ts, hn, jwSign_toggle, toggle_toggle, ← mul_assoc, sq]
  · have t1 : toggle i n j = n j := by simp [toggle, Ne.symm h]
    have t2 : toggle j n i = n i := by simp [toggle, h]
    have tc : toggle i (toggle j n) = toggle j (toggle i n) := by
      unfold toggle
      rw [Function.update_of_ne h, Function.update_of_ne (Ne.symm h),
        Function.update_comm h]
    rcases lt_or_gt_of_ne h with hl | hl <;> by_cases hi : n i = e <;>
      by_cases hj : n j = e' <;>
      simp [ladder_apply, t1, t2, tc, h, hi, hj, jwSign_toggle, hl, not_lt_of_gt hl] <;> ring

/-- On the Fock space of `m` orbitals the Jordan–Wigner operators form a CAR system, and every
determinant is a nonzero state in which its unoccupied orbitals are empty. -/
theorem isCAR_witness (m : ℕ) :
    IsCAR (fun (p : Fin m) (s : Fin 2) => ladder false (finProdFinEquiv (p, s)))
      (fun p s => ladder true (finProdFinEquiv (p, s))) ∧
    ∀ n : Fin (m * 2) → Bool, ket n ≠ 0 ∧
      ∀ a : Fin m, (∀ s : Fin 2, n (finProdFinEquiv (a, s)) = false) →
        EmptyIn (fun (p : Fin m) (s : Fin 2) => ladder false (finProdFinEquiv (p, s)))
          (ket n) a := by
  refine ⟨⟨fun p s x y => ?_, fun p s q r => ?_, fun p s q r => ?_, fun p s q r => ?_⟩,
    fun n => ⟨fun h0 => ?_, fun a hn s => ?_⟩⟩
  · -- reindex the sum over occupation strings by the flip
    generalize finProdFinEquiv (p, s) = i
    simp only [PiLp.inner_apply, RCLike.inner_apply, ladder_apply]
    refine (Equiv.sum_comp (Function.Involutive.toPerm (toggle i) (toggle_toggle i)) _).symm.trans
      (sum_congr rfl fun n _ => ?_)
    have tp : (Function.Involutive.toPerm (toggle i) (toggle_toggle i)) n = toggle i n := rfl
    rw [tp]
    have ts : toggle i n i = !n i := by simp [toggle]
    cases hn : n i <;>
      simp [ts, hn, jwSign_toggle, toggle_toggle, mul_comm, mul_left_comm]
    ring
  · simp [ladder_anticomm]
  · simp [ladder_anticomm]
  · simp [ladder_anticomm]
  · have := congrArg (fun v : EuclideanSpace ℂ (Fin (m * 2) → Bool) => v n) h0
    simp [ket] at this
  · ext k
    have hs := hn s
    have hk : k (finProdFinEquiv (a, s)) = false → toggle (finProdFinEquiv (a, s)) k ≠ n := by
      intro h1 h2
      rw [← h2, toggle, Function.update_self, h1] at hs
      exact absurd hs (by decide)
    change (if k (finProdFinEquiv (a, s)) = false then
      (jwSign (finProdFinEquiv (a, s)) k : ℂ) *
        (if toggle (finProdFinEquiv (a, s)) k = n then 1 else 0) else 0) = 0
    split_ifs with h1 h2
    · exact absurd h2 (hk h1)
    · exact mul_zero _
    · rfl

end

end SpinAdaptedPairs
```

```lean
#print axioms SpinAdaptedPairs.plus_orthogonal_minus
#print axioms SpinAdaptedPairs.metric_splits
```

```
'SpinAdaptedPairs.plus_orthogonal_minus' depends on axioms: [propext, Classical.choice, Quot.sound]
'SpinAdaptedPairs.metric_splits' depends on axioms: [propext, Classical.choice, Quot.sound]
```

The reference state ψ is a vector in a complex inner product space `H`. For each spatial orbital p and each of two spins s there is an annihilator `c p s` and a creator `d p s`, both linear operators defined on all of `H`. The structure `IsCAR` assumes that they are mutually adjoint and obey the canonical anticommutation relations, which express fermionic statistics in an orthonormal orbital basis. The spin-summed excitation operator is

E_pq = Σ_s d_ps c_qs.

`EmptyIn c ψ a` says that both annihilators of orbital a give zero on ψ. The two combinations, `pairPlus` and `pairMinus`, are

Φ⁺(t,u) = (E_at E_bu + E_bt E_au)ψ
Φ⁻(t,u) = (E_at E_bu − E_bt E_au)ψ.

For t and u different from a and b, the plus combination is symmetric in the two orbitals being filled, so the created pair is singlet-coupled; the minus combination is antisymmetric in them, and its pair is triplet-coupled.

`plus_orthogonal_minus` states that ⟨Φ⁺(t,u)|Φ⁻(v,w)⟩ = 0 whenever a ≠ b are both empty in ψ and t, u, v, w lie in a finite set `A` containing neither a nor b. Nothing else is required of the "active" orbitals, and ψ needs no normalisation, definite particle number or definite spin. `metric_splits` extends this to superpositions over `A` with arbitrary complex amplitudes: the overlap of two general vectors is a plus-plus term added to a minus-minus term. If `A` holds a single orbital, the minus vector is zero and only the plus block remains.

In internally contracted multireference methods, this allows the doubly external functions to be orthonormalised block by block, for one fixed pair of distinct virtual orbitals and one common reference state. The theorems do not treat a = b, overlaps between different virtual pairs, linear dependencies within a block, or Hamiltonian matrix elements between the blocks.

The derivation rests on one commutator. For spins i and j, with {x, y} = xy + yx the anticommutator, expanding the products gives

[d_pi c_qi, d_rj c_sj] = d_pi {c_qi, d_rj} c_sj − d_rj {c_sj, d_pi} c_qi.

The two leftover terms, d_pi d_rj c_qi c_sj and d_rj d_pi c_sj c_qi, are equal, because exchanging the creators and exchanging the annihilators each cost a sign. This is `quad_commutator`. Inserting the anticommutators and summing over spins gives `E_commutator`:

[E_pq, E_rs] = δ_qr E_ps − δ_sp E_rq.

`E_swap` is the same identity applied to a vector. Adjointness of creators and annihilators gives (E_pq)† = E_qp, which is `E_adjoint`.

Now write

M(t,u; v,w) = ⟨E_at E_bu ψ | E_av E_bw ψ⟩ = ⟨ψ | E_ub E_ta E_av E_bw ψ⟩.

Because a and b are empty, E_pa ψ = E_pb ψ = 0 for every p. Orbital a remains empty after an excitation into b:

E_pa E_bw ψ = E_bw E_pa ψ + δ_ab E_pw ψ − δ_wp E_ba ψ = 0.

Commuting E_ta past E_av therefore leaves only one term:

E_ta E_av E_bw ψ = E_tv E_bw ψ.

In the same way,

E_pb E_bw ψ = E_bw E_pb ψ + E_pw ψ − δ_wp E_bb ψ = E_pw ψ.

It remains to move E_ub past E_tv. Since b ≠ t,

E_ub E_tv E_bw ψ = E_tv E_ub E_bw ψ − δ_vu E_tb E_bw ψ = E_tv E_uw ψ − δ_vu E_tw ψ.

The virtual indices have disappeared, and the overlap is an expectation value over the active orbitals:

M(t,u; v,w) = ⟨ψ | (E_tv E_uw − δ_vu E_tw) ψ⟩.

This is `pair_overlap`; its intermediate facts `h1`, `h2` and `h3` are the three reductions above involving E_pa, E_ta and E_pb.

The commutator also gives

E_tv E_uw − δ_vu E_tw = E_uw E_tv − δ_wt E_uv.

The right-hand side is the left-hand side with t and u exchanged and, simultaneously, v and w exchanged. Hence

M(t,u; v,w) = M(u,t; w,v),

which is the step named `X` in the proof of `plus_orthogonal_minus`.

Excitations from active orbitals into a and b commute, so E_bt E_au ψ = E_au E_bt ψ; this is the step `sw`. The second term of each combination is thus the first with its active labels exchanged, and the mixed overlap becomes

⟨Φ⁺(t,u)|Φ⁻(v,w)⟩ = M(t,u; v,w) − M(t,u; w,v) + M(u,t; v,w) − M(u,t; w,v).

By the exchange symmetry, the first term cancels the fourth and the second cancels the third. The final `linear_combination` uses `X` once for each cancellation.

For superpositions, `metric_splits` expands the mixed overlap with the inner product conjugate-linear in its first argument and linear in its second. Every term contains a vanishing plus-minus overlap. The opposite cross term vanishes by conjugate symmetry, leaving the two diagonal blocks.

The assumed operator algebra is realised explicitly by `isCAR_witness` for any number m of spatial orbitals. Its Fock space consists of complex amplitudes on occupation strings of 2m spin orbitals. The operator `ladder` flips one occupation and attaches the Jordan–Wigner sign, the parity of the occupied spin orbitals that come earlier in the order; a Boolean label selects creation or annihilation.

For two different spin orbitals, flipping the earlier one reverses the sign attached to the later one, so the two orders of operation cancel. For the same spin orbital, two creations or two annihilations in succession give zero; of the two mixed orders, exactly one survives on each occupation string, and there the sign squares to one. These cases give `ladder_anticomm`, while adjointness follows by reindexing the inner product with the flip. The witness theorem also shows that each determinant `ket n` is nonzero and that a spatial orbital with both spin orbitals unoccupied is empty in it. Since annihilators are linear, a multiconfigurational state built from determinants that all leave a and b unoccupied has the same two empty orbitals.
